# For a nonnegative two-point function, Wick moments of products dominate products of Wick moments

A monomial in commuting fields is represented here by a list of labels, and its moment is defined by Wick's recursion instead of by a Gaussian integral. Let $c(x,y)$ be a real two-point function. Write $L_j$ for the entry of a list $L$ at position $j=0,\dots,|L|-1$, $L^{(j)}$ for $L$ without that entry, $x::L$ for $L$ with $x$ put in front, and $L_1{+\!\!+}L_2$ for concatenation. Then

$$\mathrm{haf}([\,])=1,\qquad \mathrm{haf}(x::L)=\sum_{j} c(x,L_j)\,\mathrm{haf}(L^{(j)}).$$

For centred jointly Gaussian variables with covariance $c$, this is the expectation of the monomial. That identification is Wick's theorem, which is used here to interpret the result and is not proved.

## The inequality from Wick's recursion

**Claim.** If $c(x,y)\ge 0$ for all $x,y$, then $\mathrm{haf}(L_1)\,\mathrm{haf}(L_2)\le\mathrm{haf}(L_1{+\!\!+}L_2)$ for all lists.

The hypothesis says that no two fields are anticorrelated. Every moment is then nonnegative, by induction on length: the empty moment is 1, and the recursion only adds products of nonnegative numbers.

For the claim, use induction on the length of $L_1$. If $L_1$ is empty, both sides equal $\mathrm{haf}(L_2)$. If $L_1=x::L$, the partner of $x$ lies in $L$ or in $L_2$:

$$\mathrm{haf}(L_1{+\!\!+}L_2)=\sum_j c(x,L_j)\,\mathrm{haf}(L^{(j)}{+\!\!+}L_2)+\sum_k c(x,(L_2)_k)\,\mathrm{haf}(L{+\!\!+}L_2^{(k)}).$$

The second sum is nonnegative. By the induction hypothesis and $c\ge0$, the first is at least

$$\sum_j c(x,L_j)\,\mathrm{haf}(L^{(j)})\,\mathrm{haf}(L_2)=\mathrm{haf}(L_1)\,\mathrm{haf}(L_2).$$

If $c$ vanishes from $L_1$ to $L_2$, the second sum is zero and the same induction gives equality, whatever the signs of $c$ elsewhere.

For several blocks $B_1,\dots,B_m$, induct on $m$. With no blocks, both sides are 1. Otherwise, since $\mathrm{haf}(B_1)\ge0$,

$$\mathrm{haf}(B_1)\prod_{i\ge2}\mathrm{haf}(B_i)\le\mathrm{haf}(B_1)\,\mathrm{haf}(B_2{+\!\!+}\cdots{+\!\!+}B_m)\le\mathrm{haf}(B_1{+\!\!+}\cdots{+\!\!+}B_m).$$

For a free real scalar field on a Euclidean lattice with zero mean and nonnegative propagator, Wick's theorem identifies $\mathrm{haf}$ with the field moments, so the product of block moments is a lower bound on the full moment.

## Two fields with correlation ±1/2

Take $c(x,x)=c(y,y)=1$ and $c(x,y)=c(y,x)=\tfrac12$. Then $\mathrm{haf}([x,x])=\mathrm{haf}([y,y])=1$, while

$$\mathrm{haf}([x,x,y,y])=1\cdot1+\tfrac12\cdot\tfrac12+\tfrac12\cdot\tfrac12=\tfrac32\ge1.$$

Now change the correlation to $-\tfrac12$. The squares still give $\tfrac32$, but the single fields violate the inequality: $\mathrm{haf}([x])\,\mathrm{haf}([y])=0$, while $\mathrm{haf}([x,y])=-\tfrac12$. In general, these one-field monomials turn the inequality into $0\le c(x,y)$, so its validity for all lists is equivalent to nonnegativity of $c$.

## Monomials and contractions in Lean

The label type `I` is arbitrary, and may be infinite; each monomial is finite.

```lean
import Mathlib

namespace GaussianMonomialCorrelation

noncomputable section

variable {I : Type*}
```

In `haf`, `L.get j` is $L_j$ and `L.eraseIdx j` is $L^{(j)}$. The function `c` need be neither symmetric nor positive semidefinite; its first argument is always the earlier field. The termination proof records that the remaining list is shorter.

```lean
/-- The Wick moment of a monomial in the fields, given as a list of labels: the first field is
contracted with each later field through the two-point function `c`, and the remaining
fields are treated in the same way. -/
def haf (c : I → I → ℝ) : List I → ℝ
  | [] => 1
  | x :: L => ∑ j : Fin L.length, c x (L.get j) * haf c (L.eraseIdx j)
termination_by L => L.length
decreasing_by
  simp only [List.length_cons, List.length_eraseIdx]
  split <;> omega
```

`contractSum` separates the choice of a partner from the summand `f`.

```lean
/-- The sum over all ways to pick one field from a monomial, where `f` receives the picked
field and the monomial that remains. -/
def contractSum (f : I → List I → ℝ) (L : List I) : ℝ :=
  ∑ j : Fin L.length, f (L.get j) (L.eraseIdx j)

/-- There is no field to pick from the empty monomial, so the sum is zero. -/
theorem contractSum_nil (f : I → List I → ℝ) : contractSum f [] = 0 :=
  Fin.sum_univ_zero _

/-- One picks either the first field or one of the later fields. -/
theorem contractSum_cons (f : I → List I → ℝ) (a : I) (L : List I) :
    contractSum f (a :: L) = f a L + contractSum (fun y M => f y (a :: M)) L :=
  Fin.sum_univ_succ (n := L.length)
    (fun j => f ((a :: L).get j) ((a :: L).eraseIdx j))
```

Induction on the first list, peeling off one entry at a time, splits the choices as in the displayed identity.

```lean
/-- A field picked from a product of two monomials comes from the first or from the second. -/
theorem contractSum_append (f : I → List I → ℝ) (L₁ L₂ : List I) :
    contractSum f (L₁ ++ L₂) =
      contractSum (fun y M => f y (M ++ L₂)) L₁ +
        contractSum (fun y M => f y (L₁ ++ M)) L₂ := by
  induction L₁ generalizing f with
  | nil =>
    rw [contractSum_nil, zero_add]
    rfl
  | cons a L ih =>
    rw [List.cons_append, contractSum_cons, contractSum_cons, ih]
    exact (add_assoc _ _ _).symm

/-- Wick's recursion: the moment of `x :: L` is the sum over the contractions of `x` with a
field of `L`. -/
theorem haf_cons (c : I → I → ℝ) (x : I) (L : List I) :
    haf c (x :: L) = contractSum (fun y M => c x y * haf c M) L := by
  rw [haf]
  rfl
```

The next principle packages strong induction on length: to reach `x :: L`, one may assume the property for every `L.eraseIdx j`.

```lean
/-- Induction along Wick's recursion: a property holds for every monomial if it holds for the
empty one and passes to `x :: L` from the monomials `L` with one field removed. -/
theorem wick_induction {motive : List I → Prop} (nil : motive [])
    (cons : ∀ x L, (∀ j : Fin L.length, motive (L.eraseIdx j)) → motive (x :: L))
    (L : List I) : motive L := by
  induction hn : L.length using Nat.strong_induction_on generalizing L with
  | _ n ih =>
    subst hn
    cases L with
    | nil => exact nil
    | cons x L =>
      refine cons x L fun j => ih (L.eraseIdx j).length ?_ _ rfl
      simp only [List.length_cons, List.length_eraseIdx]
      split <;> omega
```

## Nonnegative moments and the main inequality

```lean
/-- If the two-point function is nonnegative, every Wick moment is nonnegative. -/
theorem haf_nonneg {c : I → I → ℝ} (hc : ∀ x y, 0 ≤ c x y) (L : List I) :
    0 ≤ haf c L := by
  induction L using wick_induction with
  | nil =>
    rw [haf]
    exact zero_le_one
  | cons x L ih =>
    rw [haf]
    exact Finset.sum_nonneg fun j _ => mul_nonneg (hc _ _) (ih j)
```

In the main theorem, `h1` applies the induction hypothesis term by term to contractions inside the first monomial, and `h2` shows that those reaching the second are nonnegative.

```lean
/-- If the two-point function is nonnegative, the moment of a product of two monomials is at
least the product of their moments. -/
theorem haf_mul_haf_le_haf_append {c : I → I → ℝ} (hc : ∀ x y, 0 ≤ c x y)
    (L₁ L₂ : List I) : haf c L₁ * haf c L₂ ≤ haf c (L₁ ++ L₂) := by
  induction L₁ using wick_induction with
  | nil =>
    have h0 : haf c [] = 1 := by rw [haf]
    rw [h0, one_mul, List.nil_append]
  | cons x L ih =>
    rw [List.cons_append, haf_cons, haf_cons, contractSum_append]
    -- contractions inside the first monomial: induction hypothesis
    have h1 : contractSum (fun y M => c x y * haf c M) L * haf c L₂ ≤
        contractSum (fun y M => c x y * haf c (M ++ L₂)) L := by
      simp only [contractSum, Finset.sum_mul]
      refine Finset.sum_le_sum fun j _ => ?_
      rw [mul_assoc]
      exact mul_le_mul_of_nonneg_left (ih j) (hc _ _)
    -- contractions between the two monomials only add
    have h2 : 0 ≤ contractSum (fun y M => c x y * haf c (L ++ M)) L₂ := by
      unfold contractSum
      exact Finset.sum_nonneg fun j _ => mul_nonneg (hc _ _) (haf_nonneg hc _)
    exact h1.trans (le_add_of_nonneg_right h2)
```

For several blocks, `B.flatten` is the joined monomial.

```lean
/-- If the two-point function is nonnegative, the moment of a product of any number of
monomials is at least the product of their moments. -/
theorem prod_haf_le_haf_flatten {c : I → I → ℝ} (hc : ∀ x y, 0 ≤ c x y)
    (B : List (List I)) : (B.map (haf c)).prod ≤ haf c B.flatten := by
  induction B with
  | nil =>
    have h0 : haf c [] = 1 := by rw [haf]
    simp [h0]
  | cons L B ih =>
    rw [List.map_cons, List.prod_cons, List.flatten_cons]
    exact (mul_le_mul_of_nonneg_left ih (haf_nonneg hc L)).trans
      (haf_mul_haf_le_haf_append hc L B.flatten)
```

## Factorisation and the converse

The factorisation theorem assumes only `c x y = 0` for `x` in `L₁` and `y` in `L₂`. The induction hypothesis applies because removing an entry from `L` introduces no new labels.

```lean
/-- If the two-point function vanishes between the fields of two monomials, the moment of
their product is the product of their moments, whatever the signs of `c`. -/
theorem haf_append_of_uncorrelated {c : I → I → ℝ} (L₁ L₂ : List I)
    (h : ∀ x ∈ L₁, ∀ y ∈ L₂, c x y = 0) :
    haf c (L₁ ++ L₂) = haf c L₁ * haf c L₂ := by
  induction L₁ using wick_induction with
  | nil =>
    have h0 : haf c [] = 1 := by rw [haf]
    rw [h0, one_mul, List.nil_append]
  | cons x L ih =>
    rw [List.cons_append, haf_cons, haf_cons, contractSum_append]
    have h1 : contractSum (fun y M => c x y * haf c (M ++ L₂)) L =
        contractSum (fun y M => c x y * haf c M) L * haf c L₂ := by
      simp only [contractSum, Finset.sum_mul]
      refine Finset.sum_congr rfl fun j _ => ?_
      rw [ih j (fun a ha b hb => h a
        (List.mem_cons_of_mem _ ((List.eraseIdx_sublist ..).subset ha)) b hb), mul_assoc]
    -- every contraction between the two monomials vanishes
    have h2 : contractSum (fun y M => c x y * haf c (L ++ M)) L₂ = 0 := by
      unfold contractSum
      exact Finset.sum_eq_zero fun j _ =>
        mul_eq_zero_of_left (h x List.mem_cons_self _ (List.get_mem L₂ j)) _
    rw [h1, h2, add_zero]
```

The equivalence takes one direction from the main theorem and obtains the other by evaluating the inequality at `[x]` and `[y]`.

```lean
/-- The moment of a product is at least the product of the moments for all pairs of monomials
exactly when the two-point function is nonnegative. -/
theorem haf_supermultiplicative_iff (c : I → I → ℝ) :
    (∀ L₁ L₂ : List I, haf c L₁ * haf c L₂ ≤ haf c (L₁ ++ L₂)) ↔
      ∀ x y, 0 ≤ c x y := by
  refine ⟨fun h x y => ?_, fun hc => haf_mul_haf_le_haf_append hc⟩
  -- test the inequality on two single fields
  have h0 : haf c [] = 1 := by rw [haf]
  have hxy := h [x] [y]
  rw [List.cons_append, List.nil_append] at hxy
  simpa only [haf_cons, contractSum_cons, contractSum_nil, h0, mul_one, mul_zero,
    add_zero] using hxy

end

end GaussianMonomialCorrelation
```

```lean
#print axioms GaussianMonomialCorrelation.haf_nonneg
#print axioms GaussianMonomialCorrelation.prod_haf_le_haf_flatten
#print axioms GaussianMonomialCorrelation.haf_append_of_uncorrelated
#print axioms GaussianMonomialCorrelation.haf_supermultiplicative_iff
```

```
'GaussianMonomialCorrelation.haf_nonneg' depends on axioms: [propext, Classical.choice, Quot.sound]
'GaussianMonomialCorrelation.prod_haf_le_haf_flatten' depends on axioms: [propext, Classical.choice, Quot.sound]
'GaussianMonomialCorrelation.haf_append_of_uncorrelated' depends on axioms: [propext, Classical.choice, Quot.sound]
'GaussianMonomialCorrelation.haf_supermultiplicative_iff' depends on axioms: [propext, Classical.choice, Quot.sound]
```
